# Square-root critical points under a real contact coupling: neighbouring line shapes mix with weights cos 2δ and sin 2δ to leading order

To fit a dielectric spectrum near a three-dimensional critical point, one can replace the full coupled response by a constant plus a square-root edge with an adjustable amplitude and phase. The result below justifies that step for a real one-parameter contact coupling $g$ and a constant background $F_0$ with $1-gF_0\neq0$, in the absence of lifetime broadening. It gives the phase in terms of $g$ and $F_0$, and bounds the error.

## The edge term and the coupled response

```lean
import Mathlib

open Filter Topology Asymptotics

namespace KosterSlaterMixing

noncomputable section
```

The first line loads the mathematical library Mathlib. The second gives access to its notation for limits and orders of magnitude.

```lean
/-- The principal complex square root of a real detuning `x` from the critical point. -/
def root (x : ℝ) : ℂ := (x : ℂ) ^ (1 / 2 : ℂ)
```

Here $x$ is the real detuning from the critical energy, and `root x` is the principal complex root $\sqrt{x}$. The annotation `(x : ℂ)` regards the real number $x$ as a complex one.

```lean
/-- The square-root edge term `s_j(x) = i^j √x`. -/
def edge (j : ℕ) (x : ℝ) : ℂ := Complex.I ^ j * root x
```

This is $s_j(x)=i^j\sqrt{x}$, with the edge amplitude set to 1. If absorption is read as $+\operatorname{Im}F$, the usual $M_0$ onset, $\sqrt{x}$ above the edge, is $\operatorname{Im}s_1$. The usual types $M_0,M_1,M_2,M_3$ correspond in order to $s_1,s_2,s_3$ and $s_4=s_0$.

```lean
/-- The Koster-Slater response `F / (1 - g F)` for a contact coupling `g`. -/
def response (g : ℝ) (F : ℂ) : ℂ := F / (1 - g * F)
```

A bare response $F$ becomes $F/(1-gF)$. This Koster-Slater form is taken as the definition of the model; it is not derived from a Hamiltonian. The coupling is real, and there is no lifetime broadening.

```lean
/-- The phase `δ` for which `1 - g F0` has argument `-δ`. -/
def phase (g : ℝ) (F0 : ℂ) : ℝ := -Complex.arg (1 - g * F0)
```

Write $D=1-gF_0$. Then `phase g F0` is $\delta=-\arg D$, with the principal argument, so $D=|D|e^{-i\delta}$.

## Values and modulus of the edge

```lean
/-- Above the critical point the principal root is the real square root. -/
theorem root_of_nonneg {x : ℝ} (hx : 0 ≤ x) : root x = (√x : ℝ) := by
  rw [root, Real.sqrt_eq_rpow, Complex.ofReal_cpow hx]
  norm_num
```

A theorem in Lean lists its hypotheses, then its claim after the colon, then its proof after `:= by`. This one says that for $x\ge 0$ the complex root is the ordinary real root.

```lean
/-- Below the critical point the principal root is `i √(-x)`. -/
theorem root_of_nonpos {x : ℝ} (hx : x ≤ 0) : root x = Complex.I * (√(-x) : ℝ) := by
  have h := root_of_nonneg (neg_nonneg.mpr hx)
  rw [root, Complex.ofReal_neg] at h
  have he : Complex.exp (Real.pi * Complex.I * (1 / 2)) = Complex.I := by
    rw [show (Real.pi : ℂ) * Complex.I * (1 / 2) = (Real.pi / 2 : ℂ) * Complex.I by ring,
      Complex.exp_mul_I, Complex.cos_pi_div_two, Complex.sin_pi_div_two]
    ring
  rw [root, Complex.ofReal_cpow_of_nonpos hx, h, he, mul_comm]
```

For $x\le 0$, write $x=(-x)e^{i\pi}$. Then $\sqrt{x}=\sqrt{-x}\,e^{i\pi/2}=i\sqrt{-x}$. The step `he` evaluates the exponential.

```lean
/-- Every edge term has modulus `√|x|`, whatever the index `j`. -/
theorem norm_edge (j : ℕ) (x : ℝ) : ‖edge j x‖ = √|x| := by
  have hsq : root x ^ 2 = (x : ℂ) := by
    have h := Complex.cpow_nat_inv_pow (x : ℂ) (n := 2) two_ne_zero
    rw [Nat.cast_ofNat] at h
    rw [root, one_div]
    exact h
  have hn : ‖root x‖ ^ 2 = |x| := by
    rw [← norm_pow, hsq, Complex.norm_real, Real.norm_eq_abs]
  rw [edge, norm_mul, norm_pow, Complex.norm_I, one_pow, one_mul, ← hn,
    Real.sqrt_sq (norm_nonneg _)]
```

Since $(\sqrt{x})^2=x$, we have $|\sqrt{x}|^2=|x|$. The factor $i^j$ has modulus 1, hence $|s_j(x)|=\sqrt{|x|}$. The steps `hsq` and `hn` are these two equalities.

```lean
/-- The imaginary part of `s_(j+1)` is the real part of `s_j`. -/
theorem im_edge_succ (j : ℕ) (x : ℝ) : (edge (j + 1) x).im = (edge j x).re := by
  have h : edge (j + 1) x = Complex.I * edge j x := by
    unfold edge
    ring
  rw [h]
  simp [Complex.mul_im]
```

Because $s_{j+1}=i s_j$, it follows that $\operatorname{Im}s_{j+1}=\operatorname{Re}s_j$. The real part of one edge is the absorptive shape of the next.

## Linear change and rotation

```lean
/-- Exact change of the response when `s` is added to the background `F0`:
a linear term and a remainder quadratic in `s`. -/
theorem response_shift (g : ℝ) (F0 s : ℂ) (h0 : 1 - (g : ℂ) * F0 ≠ 0)
    (h1 : 1 - (g : ℂ) * (F0 + s) ≠ 0) :
    response g (F0 + s) - response g F0 = s / (1 - g * F0) ^ 2
      + g * s ^ 2 / ((1 - g * F0) ^ 2 * (1 - g * (F0 + s))) := by
  have h2 := pow_ne_zero 2 h0
  have h3 := mul_ne_zero h2 h1
  unfold response
  rw [div_sub_div _ _ h1 h0, div_add_div _ _ h2 h3,
    div_eq_div_iff (mul_ne_zero h1 h0) (mul_ne_zero h2 h3)]
  ring
```

Let $s$ be any complex addition to $F_0$, and put $D'=1-g(F_0+s)=D-gs$. Both denominators are assumed nonzero. Over a common denominator,

$$\frac{F_0+s}{D'}-\frac{F_0}{D}=\frac{(F_0+s)D-F_0(D-gs)}{DD'}=\frac{s(D+gF_0)}{DD'}=\frac{s}{DD'},$$

because $D+gF_0=1$. Also

$$\frac{1}{DD'}=\frac{1}{D^2}+\frac{D-D'}{D^2D'}=\frac{1}{D^2}+\frac{gs}{D^2D'}.$$

The change is therefore exactly $s/D^2+gs^2/(D^2D')$. Lean clears the denominators, and `ring` checks the remaining polynomial identity.

```lean
/-- Division by `(1 - g F0)²` rotates `s` by twice the phase, which mixes its
imaginary and real parts. -/
theorem im_div_sq (g : ℝ) (F0 s : ℂ) (h0 : 1 - (g : ℂ) * F0 ≠ 0) :
    (s / (1 - g * F0) ^ 2).im =
      (Real.cos (2 * phase g F0) * s.im + Real.sin (2 * phase g F0) * s.re)
        / ‖1 - (g : ℂ) * F0‖ ^ 2 := by
  unfold phase
  generalize 1 - (g : ℂ) * F0 = D at h0 ⊢
  have hp := Complex.norm_mul_exp_arg_mul_I D
  have he : Complex.exp (D.arg * Complex.I) ^ 2
      * Complex.exp (((2 * -D.arg : ℝ) : ℂ) * Complex.I) = 1 := by
    rw [pow_two, ← Complex.exp_add, ← Complex.exp_add]
    convert Complex.exp_zero using 2
    push_cast
    ring
  -- the rotation factor undoes the phase of `D²`
  have hD2 : D ^ 2 * Complex.exp (((2 * -D.arg : ℝ) : ℂ) * Complex.I)
      = ((‖D‖ ^ 2 : ℝ) : ℂ) := by
    calc _ = ((‖D‖ : ℂ) * Complex.exp (D.arg * Complex.I)) ^ 2
          * Complex.exp (((2 * -D.arg : ℝ) : ℂ) * Complex.I) := by rw [hp]
      _ = (‖D‖ : ℂ) ^ 2 * (Complex.exp (D.arg * Complex.I) ^ 2
          * Complex.exp (((2 * -D.arg : ℝ) : ℂ) * Complex.I)) := by ring
      _ = _ := by rw [he, mul_one, Complex.ofReal_pow]
  have hr : ((‖D‖ ^ 2 : ℝ) : ℂ) ≠ 0 :=
    Complex.ofReal_ne_zero.mpr (pow_ne_zero 2 (norm_ne_zero_iff.mpr h0))
  have h : s / D ^ 2 = Complex.exp (((2 * -D.arg : ℝ) : ℂ) * Complex.I) * s
      / ((‖D‖ ^ 2 : ℝ) : ℂ) := by
    rw [div_eq_div_iff (pow_ne_zero 2 h0) hr, ← hD2]
    ring
  rw [h, Complex.div_ofReal_im, Complex.mul_im, Complex.exp_ofReal_mul_I_re,
    Complex.exp_ofReal_mul_I_im]
```

From $D^2=|D|^2e^{-2i\delta}$ we get $s/D^2=e^{2i\delta}s/|D|^2$. Its imaginary part is

$$\operatorname{Im}\frac{s}{D^2}=\frac{\cos 2\delta\,\operatorname{Im}s+\sin 2\delta\,\operatorname{Re}s}{|D|^2}.$$

In the proof, `hD2` states that multiplying $D^2$ by $e^{2i\delta}$ leaves $|D|^2$, and `h` is the rotated form of $s/D^2$.

## The error bound and the limit

```lean
/-- Explicit error of the mixing formula: it is at most `2 |g| |x| / |1 - g F0|³`
as long as `2 |g| √|x| ≤ |1 - g F0|`. -/
theorem mixing_error_bound (g : ℝ) (F0 : ℂ) (j : ℕ) (x : ℝ)
    (h0 : 1 - (g : ℂ) * F0 ≠ 0) (hx : 2 * |g| * √|x| ≤ ‖1 - (g : ℂ) * F0‖) :
    |(response g (F0 + edge j x)).im - (response g F0).im
      - (Real.cos (2 * phase g F0) * (edge j x).im
        + Real.sin (2 * phase g F0) * (edge (j + 1) x).im) / ‖1 - (g : ℂ) * F0‖ ^ 2|
      ≤ 2 * |g| / ‖1 - (g : ℂ) * F0‖ ^ 3 * |x| := by
  have hD : 0 < ‖1 - (g : ℂ) * F0‖ := norm_pos_iff.mpr h0
  -- the full denominator keeps at least half the size of the background one
  have hlow : ‖1 - (g : ℂ) * F0‖ / 2 ≤ ‖1 - (g : ℂ) * (F0 + edge j x)‖ := by
    have ht := norm_sub_norm_le (1 - (g : ℂ) * F0) (g * edge j x)
    rw [norm_mul, Complex.norm_real, Real.norm_eq_abs, norm_edge,
      show 1 - (g : ℂ) * F0 - g * edge j x = 1 - g * (F0 + edge j x) by ring] at ht
    linarith
  have h1 : 1 - (g : ℂ) * (F0 + edge j x) ≠ 0 := norm_pos_iff.mp (by linarith)
  rw [im_edge_succ, ← im_div_sq g F0 (edge j x) h0, ← Complex.sub_im,
    response_shift g F0 _ h0 h1, Complex.add_im, add_sub_cancel_left]
  calc _ ≤ ‖(g : ℂ) * edge j x ^ 2
          / ((1 - g * F0) ^ 2 * (1 - g * (F0 + edge j x)))‖ := Complex.abs_im_le_norm _
    _ = |g| * |x| / (‖1 - (g : ℂ) * F0‖ ^ 2 * ‖1 - (g : ℂ) * (F0 + edge j x)‖) := by
        rw [norm_div, norm_mul, norm_mul, norm_pow, norm_pow, Complex.norm_real,
          Real.norm_eq_abs, norm_edge, Real.sq_sqrt (abs_nonneg x)]
    _ ≤ |g| * |x| / (‖1 - (g : ℂ) * F0‖ ^ 2 * (‖1 - (g : ℂ) * F0‖ / 2)) := by gcongr
    _ = _ := by field_simp
```

The hypothesis `h0` says $D\neq0$: the coupled background value $F_0/(1-gF_0)$ is finite. The hypothesis `hx` says $2|g|\sqrt{|x|}\le|D|$, which fixes how close to the edge one must be. The claim is

$$\left|\operatorname{Im}\frac{F}{1-gF}-\operatorname{Im}\frac{F_0}{1-gF_0}-\frac{\cos2\delta\,\operatorname{Im}s_j+\sin2\delta\,\operatorname{Im}s_{j+1}}{|D|^2}\right|\le\frac{2|g|}{|D|^3}|x|,$$

with $F=F_0+s_j(x)$.

By the two preceding results and $\operatorname{Re}s_j=\operatorname{Im}s_{j+1}$, the quantity between the bars is the imaginary part of $gs_j^2/(D^2D')$. The triangle inequality gives

$$|D'|\ge|D|-|g|\sqrt{|x|}\ge\tfrac12|D|,$$

which is `hlow`. It also shows that $D'\neq0$. An imaginary part is no larger than the modulus, so the error is at most

$$\frac{|g||x|}{|D|^2|D'|}\le\frac{2|g||x|}{|D|^3}.$$

The final `calc` block follows this chain line by line.

At $g=0$ we have $D=1$ and $\delta=0$. The bound is then zero, and the change is exactly $\operatorname{Im}s_j$.

The same argument covers the dispersive part. Taking real parts of $e^{2i\delta}s_j/|D|^2$ gives the leading change $(\cos2\delta\,\operatorname{Re}s_j-\sin2\delta\,\operatorname{Im}s_j)/|D|^2$ with the same error bound. This companion formula is not among the Lean theorems here.

```lean
/-- Koster-Slater mixing: near the critical point the imaginary part of the coupled response differs
from its background value by `(cos 2δ Im s_j + sin 2δ Im s_(j+1)) / |1 - g F0|²`, up to terms of
order `|x|`. -/
theorem koster_slater_mixing (g : ℝ) (F0 : ℂ) (j : ℕ) (h0 : 1 - (g : ℂ) * F0 ≠ 0) :
    (fun x : ℝ => (response g (F0 + edge j x)).im - (response g F0).im
      - (Real.cos (2 * phase g F0) * (edge j x).im
        + Real.sin (2 * phase g F0) * (edge (j + 1) x).im) / ‖1 - (g : ℂ) * F0‖ ^ 2)
      =O[𝓝 0] (fun x : ℝ => |x|) := by
  have hc : Continuous fun x : ℝ => 2 * |g| * √|x| := by fun_prop
  have hev : {x : ℝ | 2 * |g| * √|x| < ‖1 - (g : ℂ) * F0‖} ∈ 𝓝 (0 : ℝ) := by
    refine (isOpen_lt hc continuous_const).mem_nhds ?_
    have hD : 0 < ‖1 - (g : ℂ) * F0‖ := norm_pos_iff.mpr h0
    show 2 * |g| * √|(0 : ℝ)| < ‖1 - (g : ℂ) * F0‖
    rw [abs_zero, Real.sqrt_zero, mul_zero]
    exact hD
  refine IsBigO.of_bound (2 * |g| / ‖1 - (g : ℂ) * F0‖ ^ 3) ?_
  filter_upwards [hev] with x hx
  rw [Real.norm_eq_abs, Real.norm_eq_abs, abs_abs]
  exact mixing_error_bound g F0 j x h0 (le_of_lt hx)
```

The notation `=O[𝓝 0]` means that, for all $x$ sufficiently near 0 on either side, the first function is at most a constant times the second in absolute value. The constant is $2|g|/|D|^3$. The condition $2|g|\sqrt{|x|}<|D|$ holds at $x=0$ and, by continuity, in a neighbourhood of it; this is `hev`. The explicit bound then finishes the proof. On a side of the edge where the leading combination does not vanish, it is of order $\sqrt{|x|}$, so an error of order $|x|$ is smaller close to the edge.

## The shape for j = 0, and complete conversion

```lean
/-- For `j = 0` the mixed shape is `sin 2δ √x` above the critical point and `cos 2δ √(-x)` below it.
-/
theorem mixed_shape_M0 (δ x : ℝ) :
    (0 ≤ x → Real.cos (2 * δ) * (edge 0 x).im + Real.sin (2 * δ) * (edge 1 x).im
      = Real.sin (2 * δ) * √x) ∧
    (x ≤ 0 → Real.cos (2 * δ) * (edge 0 x).im + Real.sin (2 * δ) * (edge 1 x).im
      = Real.cos (2 * δ) * √(-x)) := by
  have h1 : (edge 1 x).im = (edge 0 x).re := im_edge_succ 0 x
  rw [h1]
  constructor
  · intro hx
    simp [edge, root_of_nonneg hx]
  · intro hx
    simp [edge, root_of_nonpos hx]
```

For $j=0$ the numerator of the mixing formula is $\sin2\delta\,\sqrt{x}$ above the critical energy and $\cos2\delta\,\sqrt{-x}$ below it. This follows by inserting the two values of the root. Here $\delta$ is any real number. The `M0` in the theorem's name stands for $j=0$, not for the usual $M_0$ onset. That onset is the case $j=1$, where the same substitution gives $\cos2\delta\,\sqrt{x}$ above and $-\sin2\delta\,\sqrt{-x}$ below.

```lean
/-- At phase `π/4` the imaginary part of the coupled response differs from its background value by
`Im s_(j+1) / |1 - g F0|²`, up to terms of order `|x|`. -/
theorem full_conversion (g : ℝ) (F0 : ℂ) (j : ℕ) (h0 : 1 - (g : ℂ) * F0 ≠ 0)
    (hδ : phase g F0 = Real.pi / 4) :
    (fun x : ℝ => (response g (F0 + edge j x)).im - (response g F0).im
      - (edge (j + 1) x).im / ‖1 - (g : ℂ) * F0‖ ^ 2) =O[𝓝 0] (fun x : ℝ => |x|) := by
  have h := koster_slater_mixing g F0 j h0
  rw [hδ, show 2 * (Real.pi / 4) = Real.pi / 2 by ring, Real.cos_pi_div_two,
    Real.sin_pi_div_two] at h
  simpa only [zero_mul, zero_add, one_mul] using h

end

end KosterSlaterMixing
```

If $\delta=\pi/4$, then $\cos2\delta=0$ and $\sin2\delta=1$. The leading change is $\operatorname{Im}s_{j+1}/|D|^2$, with no $s_j$ shape left. The hypothesis `hδ` selects a particular relation between coupling and background, $g\operatorname{Im}F_0=1-g\operatorname{Re}F_0>0$. Lean substitutes this phase into the general theorem and simplifies.

```lean
#print axioms KosterSlaterMixing.mixed_shape_M0
#print axioms KosterSlaterMixing.full_conversion
```

```
'KosterSlaterMixing.mixed_shape_M0' depends on axioms: [propext, Classical.choice, Quot.sound]
'KosterSlaterMixing.full_conversion' depends on axioms: [propext, Classical.choice, Quot.sound]
```
